# Couplings within a band set cancel from its summed k·p inverse mass

The inverse mass is built here from first-order mixing amplitudes, not directly from quotients by energy differences. The amplitude equation has no solution for degenerate levels that the momentum matrix P couples directly. It still admits degenerate levels without direct coupling. If such levels have equal diagonal elements of P and other bands couple them at second order, the expression below is only a diagonal element of the second-order matrix, and the individual masses require diagonalising that matrix among these levels.

Take ħ = m₀ = 1, one direction of k, and finitely many bands with real energies E_n and momentum matrix P at the expansion point. The Hamiltonian has matrix elements (E_n + k²/2) δ_nm + k P_nm. To first order, band n acquires the component k a_mn of band m, where

(E_n − E_m) a_mn = P_mn,  m ≠ n.

The second-order energy is k²/2 + k² Σ_{m≠n} P_nm a_mn. Its second k-derivative is the inverse mass

w_n = 1 + Σ_{m≠n} t_nm,  t_nm = 2 Re(P_nm a_mn).

In Lean, `ι` labels the bands, `a m n` is a_mn, `massTerm P a n m` is t_nm and `inverseMass P a n` is w_n. The file takes this expression as the definition of the inverse mass; it does not derive the perturbation series or tie E and P to a crystal potential.

```lean
import Mathlib

open Finset

namespace KPBandSetMassSumRule

noncomputable section

variable {ι : Type*} [Fintype ι] [DecidableEq ι]

/-- The amplitudes `a m n` with which band `m` is mixed into band `n` at first order in `k`
solve the first-order perturbation equation for levels `E` and momentum matrix `P`. -/
def IsFirstOrderMixing (E : ι → ℝ) (P a : Matrix ι ι ℂ) : Prop :=
  ∀ m n, m ≠ n → ((E n - E m : ℝ) : ℂ) * a m n = P m n

/-- The contribution of band `m` to the inverse effective mass of band `n`,
in units of the inverse free-electron mass. -/
def massTerm (P a : Matrix ι ι ℂ) (n m : ι) : ℝ := 2 * (P n m * a m n).re

/-- The inverse effective mass of band `n`: the free-electron value one plus the contributions
of all other bands. -/
def inverseMass (P a : Matrix ι ι ℂ) (n : ι) : ℝ :=
  1 + ∑ m ∈ univ.erase n, massTerm P a n m
```

## Distinct levels fix the amplitudes

`Function.Injective E` says that no two bands are degenerate at the expansion point. Every E_n − E_m with m ≠ n is then nonzero, and division gives a_mn = P_mn/(E_n − E_m). The proof gets the nonzero denominator from injectivity and uses it in both directions.

Without distinctness the amplitudes need not be determined: for E = (0, 0) and P = 0, any a solves the equation. If instead P_01 ≠ 0, no a does.

```lean
omit [Fintype ι] [DecidableEq ι] in
/-- For distinct levels the first-order mixing amplitudes are exactly the momentum matrix
elements divided by the energy differences. -/
theorem isFirstOrderMixing_iff {E : ι → ℝ} (hE : Function.Injective E) (P a : Matrix ι ι ℂ) :
    IsFirstOrderMixing E P a ↔
      ∀ m n, m ≠ n → a m n = P m n / ((E n - E m : ℝ) : ℂ) := by
  have hd : ∀ m n, m ≠ n → ((E n - E m : ℝ) : ℂ) ≠ 0 := fun m n h =>
    Complex.ofReal_ne_zero.mpr (sub_ne_zero.mpr fun h' => h (hE h').symm)
  constructor
  · intro h m n hmn
    rw [eq_div_iff (hd m n hmn), mul_comm]
    exact h m n hmn
  · intro h m n hmn
    rw [h m n hmn, mul_div_cancel₀ _ (hd m n hmn)]
```

## Hermitian P turns products into squared moduli

Hermiticity expresses that momentum is an observable: P_mn is the complex conjugate of P_nm. Multiplying the amplitude equation by P_nm gives

(E_n − E_m) P_nm a_mn = P_nm P_mn = |P_nm|².

Taking real parts and dividing yields

t_nm = 2|P_nm|²/(E_n − E_m).

`massTerm_eq` follows these steps. It also covers degenerate levels without direct coupling: the left side is zero because P_nm = 0, and the right side because Lean sets 0/0 = 0. Summing over m gives the textbook inverse mass.

```lean
omit [Fintype ι] [DecidableEq ι] in
/-- Band `m` contributes twice the squared modulus of the momentum matrix element over the energy
difference to the inverse mass of band `n`. -/
theorem massTerm_eq {E : ι → ℝ} {P a : Matrix ι ι ℂ} (hP : P.IsHermitian)
    (h : IsFirstOrderMixing E P a) {n m : ι} (hnm : n ≠ m) :
    massTerm P a n m = 2 * ‖P n m‖ ^ 2 / (E n - E m) := by
  have h1 := h m n hnm.symm
  have h2 : P m n = (starRingEnd ℂ) (P n m) := (hP.apply m n).symm
  -- multiply the first-order equation by the conjugate matrix element
  have h3 : ((E n - E m : ℝ) : ℂ) * (P n m * a m n) = ((‖P n m‖ ^ 2 : ℝ) : ℂ) := by
    calc ((E n - E m : ℝ) : ℂ) * (P n m * a m n)
        = P n m * (((E n - E m : ℝ) : ℂ) * a m n) := by ring
      _ = P n m * (starRingEnd ℂ) (P n m) := by rw [h1, h2]
      _ = ((‖P n m‖ ^ 2 : ℝ) : ℂ) := by rw [Complex.mul_conj, Complex.normSq_eq_norm_sq]
  have h4 := congrArg Complex.re h3
  rw [Complex.re_ofReal_mul, Complex.ofReal_re] at h4
  by_cases d : E n - E m = 0
  · -- degenerate levels admit amplitudes only if they are uncoupled
    rw [d, zero_mul] at h4
    have h5 : P n m = 0 := norm_eq_zero.mp ((pow_eq_zero_iff two_ne_zero).mp h4.symm)
    simp [massTerm, h5]
  · rw [massTerm, eq_div_iff d]
    linear_combination 2 * h4

/-- The inverse effective mass in its textbook k.p form. -/
theorem inverseMass_eq {E : ι → ℝ} {P a : Matrix ι ι ℂ} (hP : P.IsHermitian)
    (h : IsFirstOrderMixing E P a) (n : ι) :
    inverseMass P a n = 1 + 2 * ∑ m ∈ univ.erase n, ‖P n m‖ ^ 2 / (E n - E m) := by
  rw [inverseMass, Finset.mul_sum]
  congr 1
  refine Finset.sum_congr rfl fun m hm => ?_
  rw [massTerm_eq hP h (Finset.ne_of_mem_erase hm).symm, mul_div_assoc]
```

Since |P_mn| = |P_nm|, exchanging the bands changes only the sign of the denominator, so t_mn = −t_nm. Let T be the sum of t_nm over ordered pairs of different bands in S. Renaming the indices gives T = −T, hence T = 0. The proof does this with an auxiliary `F` that vanishes on the diagonal, `Finset.sum_comm` and the antisymmetry `anti`.

```lean
omit [Fintype ι] in
/-- The contributions that the bands of a set `S` make to each other's inverse masses
add up to zero. -/
theorem sum_massTerm_inside {E : ι → ℝ} {P a : Matrix ι ι ℂ} (hP : P.IsHermitian)
    (h : IsFirstOrderMixing E P a) (S : Finset ι) :
    ∑ n ∈ S, ∑ m ∈ S.erase n, massTerm P a n m = 0 := by
  obtain ⟨F, hF⟩ : ∃ F : ι → ι → ℝ, ∀ n m, F n m = if n = m then 0 else massTerm P a n m :=
    ⟨_, fun _ _ => rfl⟩
  have e : ∀ n ∈ S, ∑ m ∈ S.erase n, massTerm P a n m = ∑ m ∈ S, F n m := by
    intro n hn
    rw [← Finset.add_sum_erase S (F n) hn, hF n n, if_pos rfl, zero_add]
    refine Finset.sum_congr rfl fun m hm => ?_
    rw [hF, if_neg (Finset.ne_of_mem_erase hm).symm]
  -- what one band of a pair gains, the other loses
  have anti : ∀ n m, F n m = -F m n := by
    intro n m
    by_cases hnm : n = m
    · subst hnm
      simp [hF]
    · have hs : ‖P m n‖ = ‖P n m‖ := by rw [← hP.apply m n, norm_star]
      rw [hF, hF, if_neg hnm, if_neg (Ne.symm hnm), massTerm_eq hP h hnm,
        massTerm_eq hP h (Ne.symm hnm), hs, ← neg_sub (E m) (E n), div_neg]
  have c : ∑ n ∈ S, ∑ m ∈ S, F n m = -∑ n ∈ S, ∑ m ∈ S, F n m := by
    conv_lhs => rw [Finset.sum_comm]
    simp only [← Finset.sum_neg_distrib]
    exact Finset.sum_congr rfl fun n _ => Finset.sum_congr rfl fun m _ => anti m n
  rw [Finset.sum_congr rfl e]
  linarith
```

Without Hermiticity the sum rule below fails. Take E = (0, 1) with P_01 = 1 and all other entries zero. Then t_01 = 0 and w_0 = 1, whereas the rule for S = {0} would give −1.

## The amplitude equation carries the sum rule

`IsFirstOrderMixing E P a` says that a really is the first-order response to P. For n in S, split the other bands into those inside and those outside S:

w_n = 1 + Σ_{m∈S, m≠n} t_nm + Σ_{m∉S} t_nm.

Summing over S, the ones give card S, the inner terms cancel, and reversing the outer denominators gives

Σ_{n∈S} w_n = card S − 2 Σ_{n∈S, m∉S} |P_nm|²/(E_m − E_n).

The steps `split` and `outer` do the same. By the characterisation above, distinct levels always supply suitable amplitudes.

```lean
/-- Sum rule for a band set: the inverse masses of the bands in `S` add up to the number of
bands minus a sum over the couplings between `S` and the bands outside it. -/
theorem sum_inverseMass {E : ι → ℝ} {P a : Matrix ι ι ℂ} (hP : P.IsHermitian)
    (h : IsFirstOrderMixing E P a) (S : Finset ι) :
    ∑ n ∈ S, inverseMass P a n =
      (S.card : ℝ) - 2 * ∑ n ∈ S, ∑ m ∈ Sᶜ, ‖P n m‖ ^ 2 / (E m - E n) := by
  -- split the partners of each band into those inside and those outside the set
  have split : ∀ n ∈ S, inverseMass P a n =
      1 + ∑ m ∈ S.erase n, massTerm P a n m + ∑ m ∈ Sᶜ, massTerm P a n m := by
    intro n hn
    have h1 := Finset.add_sum_erase univ (massTerm P a n) (Finset.mem_univ n)
    have h2 := Finset.add_sum_erase S (massTerm P a n) hn
    have h3 := Finset.sum_add_sum_compl S (massTerm P a n)
    rw [inverseMass]
    linarith
  have outer : ∑ n ∈ S, ∑ m ∈ Sᶜ, massTerm P a n m =
      -(2 * ∑ n ∈ S, ∑ m ∈ Sᶜ, ‖P n m‖ ^ 2 / (E m - E n)) := by
    rw [Finset.mul_sum, ← Finset.sum_neg_distrib]
    refine Finset.sum_congr rfl fun n hn => ?_
    rw [Finset.mul_sum, ← Finset.sum_neg_distrib]
    refine Finset.sum_congr rfl fun m hm => ?_
    have hnm : n ≠ m := fun e => Finset.mem_compl.mp hm (e ▸ hn)
    rw [massTerm_eq hP h hnm, ← neg_sub (E m) (E n), div_neg]
    ring
  rw [Finset.sum_congr rfl split, Finset.sum_add_distrib, Finset.sum_add_distrib,
    sum_massTerm_inside hP h S, outer, Finset.sum_const, nsmul_eq_mul, mul_one]
  ring
```

If a is unrelated to P, the rule fails: with E = (0, 1), P_01 = i, P_10 = −i and a = 0, w_0 is 1 instead of −1. When S contains all bands, the outer sum is empty and the inverse masses add up to the number of bands. This can check inverse masses computed from one finite set of E and P. Effective-mass parameters that also include the effect of bands outside the model need not obey it.

## Bands below all others

Let every band of S lie below every band outside it. All outer terms are then non-negative, so their sum vanishes only if each term does, which forces P_nm = 0 across the boundary.

```lean
/-- If all bands of `S` lie below all others, their inverse masses add up to the number of bands in
`S` exactly when the momentum matrix does not couple `S` to the other bands. -/
theorem sum_inverseMass_eq_card_iff {E : ι → ℝ} {P a : Matrix ι ι ℂ} (hP : P.IsHermitian)
    (h : IsFirstOrderMixing E P a) (S : Finset ι) (hS : ∀ n ∈ S, ∀ m ∈ Sᶜ, E n < E m) :
    ∑ n ∈ S, inverseMass P a n = (S.card : ℝ) ↔ ∀ n ∈ S, ∀ m ∈ Sᶜ, P n m = 0 := by
  have pos : ∀ n ∈ S, ∀ m ∈ Sᶜ, 0 ≤ ‖P n m‖ ^ 2 / (E m - E n) := fun n hn m hm =>
    div_nonneg (sq_nonneg _) (sub_pos.mpr (hS n hn m hm)).le
  rw [sum_inverseMass hP h S]
  constructor
  · intro h0 n hn m hm
    have hz : ∑ n ∈ S, ∑ m ∈ Sᶜ, ‖P n m‖ ^ 2 / (E m - E n) = 0 := by linarith
    -- a vanishing sum of non-negative terms vanishes term by term
    have h1 := (Finset.sum_eq_zero_iff_of_nonneg
      fun n hn => Finset.sum_nonneg (pos n hn)).mp hz n hn
    have h2 := (Finset.sum_eq_zero_iff_of_nonneg (pos n hn)).mp h1 m hm
    rcases div_eq_zero_iff.mp h2 with h3 | h3
    · exact norm_eq_zero.mp ((pow_eq_zero_iff two_ne_zero).mp h3)
    · exact absurd h3 (sub_pos.mpr (hS n hn m hm)).ne'
  · intro h0
    have hz : ∑ n ∈ S, ∑ m ∈ Sᶜ, ‖P n m‖ ^ 2 / (E m - E n) = 0 :=
      Finset.sum_eq_zero fun n hn => Finset.sum_eq_zero fun m hm => by simp [h0 n hn m hm]
    rw [hz]
    ring
```

Without this ordering, terms can cancel. For E = (−1, 0, 1), P_01 = P_10 = P_12 = P_21 = 1 and all other entries zero, w_1 = 1 although band 1 is coupled to both others.

## A gap of at least Δ

With E_m − E_n ≥ Δ > 0 across the boundary, each outer term is at most |P_nm|²/Δ. Summation gives the lower bound.

```lean
/-- If every band outside `S` lies at least `Δ > 0` above every band of `S`, the summed inverse mass
of `S` is at least the number of its bands minus twice the sum of the squared moduli of the matrix
elements between `S` and the other bands, divided by `Δ`. -/
theorem sum_inverseMass_ge_of_gap {E : ι → ℝ} {P a : Matrix ι ι ℂ} (hP : P.IsHermitian)
    (h : IsFirstOrderMixing E P a) (S : Finset ι) {Δ : ℝ} (hΔ : 0 < Δ)
    (hgap : ∀ n ∈ S, ∀ m ∈ Sᶜ, Δ ≤ E m - E n) :
    (S.card : ℝ) - 2 * ((∑ n ∈ S, ∑ m ∈ Sᶜ, ‖P n m‖ ^ 2) / Δ) ≤
      ∑ n ∈ S, inverseMass P a n := by
  have hb : ∑ n ∈ S, ∑ m ∈ Sᶜ, ‖P n m‖ ^ 2 / (E m - E n) ≤
      (∑ n ∈ S, ∑ m ∈ Sᶜ, ‖P n m‖ ^ 2) / Δ := by
    simp only [Finset.sum_div]
    exact Finset.sum_le_sum fun n hn => Finset.sum_le_sum fun m hm =>
      div_le_div_of_nonneg_left (sq_nonneg _) hΔ (hgap n hn m hm)
  rw [sum_inverseMass hP h S]
  linarith
```

If the separation in a two-band model with P_01 = i is δ < Δ, then w_0 = 1 − 2/δ lies below the claimed bound 1 − 2/Δ.

## Two bands with inverse masses −1 and 3

For levels 0 and 1 and P_01 = i, the contributions are −2 and +2. The lower band has negative mass, and the total is 2. With S = {0} and Δ = 1, the gap bound is attained.

```lean
/-- A two-band model with levels 0 and 1 and an imaginary momentum matrix element: the momentum
matrix is Hermitian, the given amplitudes solve the first-order equation, and the inverse masses are
-1 and 3. -/
theorem twoBand_witness :
    (!![0, Complex.I; -Complex.I, 0] : Matrix (Fin 2) (Fin 2) ℂ).IsHermitian ∧
    IsFirstOrderMixing ![0, 1] !![0, Complex.I; -Complex.I, 0] !![0, Complex.I; Complex.I, 0] ∧
    inverseMass !![0, Complex.I; -Complex.I, 0] !![0, Complex.I; Complex.I, 0] (0 : Fin 2) = -1 ∧
    inverseMass !![0, Complex.I; -Complex.I, 0] !![0, Complex.I; Complex.I, 0] (1 : Fin 2) = 3 := by
  have e0 : (univ : Finset (Fin 2)).erase 0 = {1} := by decide
  have e1 : (univ : Finset (Fin 2)).erase 1 = {0} := by decide
  refine ⟨?_, ?_, ?_, ?_⟩
  · ext i j
    fin_cases i <;> fin_cases j <;> simp [Matrix.conjTranspose_apply]
  · intro m n hmn
    fin_cases m <;> fin_cases n <;> simp_all
  · rw [inverseMass, e0, Finset.sum_singleton, massTerm]
    norm_num
  · rw [inverseMass, e1, Finset.sum_singleton, massTerm]
    norm_num

end

end KPBandSetMassSumRule
```

```lean
#print axioms KPBandSetMassSumRule.isFirstOrderMixing_iff
-- 'KPBandSetMassSumRule.isFirstOrderMixing_iff' depends on axioms: [propext, Classical.choice, Quot.sound]
#print axioms KPBandSetMassSumRule.inverseMass_eq
-- 'KPBandSetMassSumRule.inverseMass_eq' depends on axioms: [propext, Classical.choice, Quot.sound]
#print axioms KPBandSetMassSumRule.sum_inverseMass_eq_card_iff
-- 'KPBandSetMassSumRule.sum_inverseMass_eq_card_iff' depends on axioms: [propext, Classical.choice, Quot.sound]
#print axioms KPBandSetMassSumRule.sum_inverseMass_ge_of_gap
-- 'KPBandSetMassSumRule.sum_inverseMass_ge_of_gap' depends on axioms: [propext, Classical.choice, Quot.sound]
```
